# Averaging a radial integral over a uniformly magnetized ball gives the weight 1 − r³/R³

In a uniformly magnetized ball of radius R, the fraction of the magnetic moment per unit radius at radius s is 3s²/R³. The theorem says that if the integral of `w` from 0 to s is averaged with this weight over s from 0 to R, the result is the single integral of w(r)(1 − r³/R³) from 0 to R. Here `w` is any continuous real function, with no normalisation or sign assumed, and the formal identity is stated for every real R, though the physical reading needs R > 0. The proof treats R = 0 separately; otherwise it integrates the derivative of (u³/R³ − 1) times the integral of `w` from 0 to u, a product that vanishes at both ends.

The failing Lean file:

```lean
import Mathlib

open Filter Topology

namespace UniformMagnetizationHyperfine

noncomputable section

/-- Fraction of the magnetic moment per unit radius, at radius `s`, in a uniformly magnetized ball
of radius `R > 0`, for `0 ≤ s ≤ R`. -/
def shellDensity (R s : ℝ) : ℝ := 3 * s ^ 2 / R ^ 3

/-- The lost hyperfine integral of the electronic density `w` for a uniformly magnetized
ball of radius `R > 0`. -/
def lostIntegral (w : ℝ → ℝ) (R : ℝ) : ℝ :=
  ∫ r in (0 : ℝ)..R, w r * (1 - r ^ 3 / R ^ 3)

/-- For continuous `w`, averaging the integral of `w` from the centre out to each moment over the
uniformly magnetized ball gives the lost hyperfine integral. -/
theorem average_loss_eq_lostIntegral {w : ℝ → ℝ} (hw : Continuous w) (R : ℝ) :
    (∫ s in (0 : ℝ)..R, shellDensity R s * ∫ r in (0 : ℝ)..s, w r)
      = lostIntegral w R := by
  rcases eq_or_ne R 0 with rfl | hR
  · simp [lostIntegral]
  have hW : ∀ s, HasDerivAt (fun u => ∫ r in (0 : ℝ)..u, w r) (w s) s :=
    fun s => (hw.integral_hasStrictDerivAt 0 s).hasDerivAt
  have hWc : Continuous (fun u => ∫ r in (0 : ℝ)..u, w r) :=
    continuous_iff_continuousAt.2 fun s => (hW s).continuousAt
  have hD : Continuous (fun s => shellDensity R s) := by
    unfold shellDensity
    fun_prop
  have hA := hD.mul hWc
  have hB : Continuous (fun s => w s * (1 - s ^ 3 / R ^ 3)) := by fun_prop
  -- the product whose derivative is the difference of the two integrands
  have hF : ∀ s, HasDerivAt (fun u => (u ^ 3 / R ^ 3 - 1) * ∫ r in (0 : ℝ)..u, w r)
      (shellDensity R s * (∫ r in (0 : ℝ)..s, w r) - w s * (1 - s ^ 3 / R ^ 3)) s := by
    intro s
    have h3 : HasDerivAt (fun u : ℝ => u ^ 3) (3 * s ^ 2) s := by
      simpa using hasDerivAt_pow 3 s
    refine (((h3.div_const (R ^ 3)).sub_const 1).fun_mul (hW s)).congr_deriv ?_
    simp only [shellDensity]
    ring
  have I := intervalIntegral.integral_eq_sub_of_hasDerivAt (a := 0) (b := R)
    (fun s _ => hF s) ((hA.sub hB).intervalIntegrable _ _)
  rw [intervalIntegral.integral_sub (hA.intervalIntegrable _ _)
    (hB.intervalIntegrable _ _)] at I
  simp only [intervalIntegral.integral_same, div_self (pow_ne_zero 3 hR)] at I
  unfold lostIntegral
  linarith

end

end UniformMagnetizationHyperfine
```

The error:

```
Main.lean:45:6: error: Tactic `rewrite` failed: Did not find an occurrence of the pattern
  ∫ (x : ℝ) in ?m.655..?m.656,
    ((fun s => shellDensity R s) * fun u => ∫ (r : ℝ) in 0..u, w r) x - w x * (1 - x ^ 3 / R ^ 3) ∂?m.652
in the target expression
  ∫ (y : ℝ) in 0..R, (shellDensity R y * ∫ (r : ℝ) in 0..y, w r) - w y * (1 - y ^ 3 / R ^ 3) =
    ((R ^ 3 / R ^ 3 - 1) * ∫ (r : ℝ) in 0..R, w r) - (0 ^ 3 / R ^ 3 - 1) * ∫ (r : ℝ) in 0..0, w r

case inr
w : ℝ → ℝ
hw : Continuous w
R : ℝ
hR : R ≠ 0
hW : ∀ (s : ℝ), HasDerivAt (fun u => ∫ (r : ℝ) in 0..u, w r) (w s) s
hWc : Continuous fun u => ∫ (r : ℝ) in 0..u, w r
hD : Continuous fun s => shellDensity R s
hA : Continuous ((fun s => shellDensity R s) * fun u => ∫ (r : ℝ) in 0..u, w r)
hB : Continuous fun s => w s * (1 - s ^ 3 / R ^ 3)
hF :
  ∀ (s : ℝ),
    HasDerivAt (fun u => (u ^ 3 / R ^ 3 - 1) * ∫ (r : ℝ) in 0..u, w r)
      ((shellDensity R s * ∫ (r : ℝ) in 0..s, w r) - w s * (1 - s ^ 3 / R ^ 3)) s
I :
  ∫ (y : ℝ) in 0..R, (shellDensity R y * ∫ (r : ℝ) in 0..y, w r) - w y * (1 - y ^ 3 / R ^ 3) =
    ((R ^ 3 / R ^ 3 - 1) * ∫ (r : ℝ) in 0..R, w r) - (0 ^ 3 / R ^ 3 - 1) * ∫ (r : ℝ) in 0..0, w r
⊢ ∫ (s : ℝ) in 0..R, shellDensity R s * ∫ (r : ℝ) in 0..s, w r = lostIntegral w R
```

The change, after which it compiles:

```diff
@@ -30,5 +30,6 @@
     unfold shellDensity
     fun_prop
-  have hA := hD.mul hWc
+  have hA : Continuous (fun s => shellDensity R s * ∫ r in (0 : ℝ)..s, w r) :=
+    hD.mul hWc
   have hB : Continuous (fun s => w s * (1 - s ^ 3 / R ^ 3)) := by fun_prop
   -- the product whose derivative is the difference of the two integrands
```

The rewrite with `intervalIntegral.integral_sub` should split the integral of a difference in `I`, but Lean finds no match for its left side. The cause is the form of `hA`. With no stated type, it takes the one given by `hD.mul hWc`, the continuity of a product of two functions, `f * g`. The rewrite pattern therefore contains `(f * g) x`, while `I` contains the product of the values, `f x * g x`. The two are equal by definition, but `rw` looks for a match in form and does not unfold the product of functions here. The earlier use of `hA` in building `I` passed because there Lean could check the agreement by unfolding definitions.

The repair states the type of `hA` with the product written out at each `s`. Lean accepts `hD.mul hWc` as its proof, again by unfolding, and the pattern made from `hA` now has the same form as the integrand in `I`, so the rewrite succeeds.
